# A Real Symmetric Matrix Has an Eigenvalue within ‖Hv − cv‖ of c for Every Unit Vector v

## Curvature and residual along a direction

Let E be a finite-dimensional real inner product space, the space of atomic displacements, and let T be a symmetric linear map on E, so that ⟨Tx, y⟩ = ⟨x, Ty⟩ for all x and y. T is the Hessian of the energy at one fixed geometry. In orthonormal coordinates it is a real symmetric matrix H. Throughout, v is a unit vector and c is a real number, the trial curvature. Three quantities are attached to them:

κ = ⟨v, Tv⟩, the measured curvature along v,

ρ(c) = ‖Tv − cv‖, the residual of the trial curvature,

σ = √(κ² + ρ(κ)²), the stabilized curvature.

The number κ is the second derivative of the quadratic energy model along v. It is an eigenvalue of T if v is an eigenvector, and in that case ρ(κ) = 0. For a general direction the claim is that T has an eigenvalue μ with

|μ − c| ≤ ρ(c).

In structure optimization within a quadratic model, one Hessian-vector product therefore certifies how far a curvature estimate can be from the nearest eigenvalue. The bound does not say which eigenvalue this is: it need not be the lowest one, nor the one whose mode most resembles v.

## The bound from the eigenmode expansion

Let n be the dimension of E, and let u_i, for i = 0, …, n − 1, be an orthonormal basis of eigenvectors with T u_i = λ_i u_i. The component of the residual vector along u_i is

⟨u_i, Tv − cv⟩ = ⟨T u_i, v⟩ − c⟨u_i, v⟩ = (λ_i − c)⟨u_i, v⟩,

where symmetry was used to move T onto u_i. Squaring and summing gives

ρ(c)² = Σ_i (λ_i − c)² ⟨u_i, v⟩².

The weights ⟨u_i, v⟩² sum to ‖v‖² = 1. Now let λ_i be an eigenvalue nearest to c, and let j run over all modes. Then

(λ_i − c)² = (λ_i − c)² Σ_j ⟨u_j, v⟩² ≤ Σ_j (λ_j − c)² ⟨u_j, v⟩² = ρ(c)².

Taking square roots proves the claim with μ = λ_i.

## The best trial curvature and the stabilized curvature

For any real a, expanding the square with ‖v‖ = 1 gives

ρ(a)² = ‖Tv‖² − 2aκ + a².

At a = κ this is ρ(κ)² = ‖Tv‖² − κ². Subtracting it from the expression at a = c leaves c² − 2cκ + κ², hence

ρ(c)² = ρ(κ)² + (c − κ)².

The measured curvature is thus the trial value with the smallest residual. Setting c = 0 gives ‖Tv‖² = ρ(κ)² + κ², which means

σ = ‖Tv‖.

By its definition σ ≥ |κ|, and by the eigenvalue bound at c = 0 some eigenvalue satisfies |μ| ≤ σ. If f is the force component along v and κ ≠ 0, a step f/σ is therefore never longer than the Newton step f/κ, and it follows the force even where κ is negative. For a system free to translate as a whole, the bound |μ| ≤ σ says nothing new, because uniform translations already have the eigenvalue zero; it can be informative only once they are removed from E.

## Noisy forces and a case of equality

Tv is often estimated from a difference of forces. Suppose this yields a vector y with ‖y − Tv‖ ≤ ε. The constant ε covers everything that separates y from the exact product, such as incompletely converged forces and the anharmonic error of a finite displacement. From

Tv − cv = (y − cv) − (y − Tv)

and the triangle inequality, ρ(c) ≤ ‖y − cv‖ + ε, so some eigenvalue satisfies

|μ − c| ≤ ‖y − cv‖ + ε.

The bound ε is assumed, not derived from a noise model. If it holds only with some probability, the guarantee holds with at least that probability.

The noise-free bound cannot be improved by a constant factor. Take the 2 × 2 matrix with both diagonal entries c and both off-diagonal entries r, and let v = (1, 0). Then Hv − cv = (0, r), so the residual is |r|. If w = (w₀, w₁) is an eigenvector with eigenvalue μ, its two equations read

r w₁ = (μ − c) w₀ and r w₀ = (μ − c) w₁.

Multiplying the first by μ − c and inserting the second gives (μ − c)² w₀ = r² w₀, and likewise for w₁. Since w ≠ 0, it follows that |μ − c| = |r|.

## A nonsymmetric matrix, and steps of arbitrary length

Without symmetry the bound fails. Let H have rows (0, 1) and (1/100, 0), with v = (1, 0) and c = 0. The residual is ‖(0, 1/100)‖ = 1/100, but the eigenvalues are ±1/10. This matters for a Hessian assembled column by column from noisy forces, which is in general not exactly symmetric.

The statement could also have been modelled with an arbitrary nonzero step s in place of a unit direction. Dividing by the length of s turns the bound into

|μ − c| ≤ ‖Ts − cs‖ / ‖s‖.

The content is the same, but the role of the step length becomes visible: an error δ in the measured product Ts contributes δ/‖s‖, so short steps amplify force noise.

## The definitions in Lean

The space `E` is a real inner product space. Finite dimension is added only in the theorems that need an eigenbasis.

```lean
import Mathlib

open Matrix Module

namespace QuasiNewtonResidual

noncomputable section

variable {E : Type*} [NormedAddCommGroup E] [InnerProductSpace ℝ E]
```

The Hessian is a linear map `T : E →ₗ[ℝ] E`, and `curvature T v` is κ. The definition does not require `v` to have unit length; that enters later as the hypothesis `hv : ‖v‖ = 1`.

```lean
/-- The curvature of the quadratic energy model with Hessian `T` along a unit direction `v`. -/
def curvature (T : E →ₗ[ℝ] E) (v : E) : ℝ := inner ℝ v (T v)
```

The residual ρ(c) is `curvatureResidual T c v`, with `c • v` for the scalar multiple.

```lean
/-- The length of the residual `T v - c v` of a trial curvature `c` along the direction `v`. -/
def curvatureResidual (T : E →ₗ[ℝ] E) (c : ℝ) (v : E) : ℝ := ‖T v - c • v‖
```

The stabilized curvature σ is built from the exact product `T v`, not from a noisy estimate of it.

```lean
/-- The stabilized curvature: the measured curvature and its residual added in quadrature. -/
def stabilizedCurvature (T : E →ₗ[ℝ] E) (v : E) : ℝ :=
  Real.sqrt (curvature T v ^ 2 + curvatureResidual T (curvature T v) v ^ 2)
```

## Squared lengths as sums over eigenmodes

The first lemma is the sum of squared components in an orthonormal basis. It rewrites ‖x‖² as an inner product, inserts the basis expansion, and compares the sums term by term.

```lean
/-- The squared length of a vector is the sum of its squared components in an
orthonormal basis. -/
theorem norm_sq_eq_sum {ι : Type*} [Fintype ι] (b : OrthonormalBasis ι ℝ E) (x : E) :
    ‖x‖ ^ 2 = ∑ i, (inner ℝ (b i) x) ^ 2 := by
  rw [← real_inner_self_eq_norm_sq, ← b.sum_inner_mul_inner x x]
  refine Finset.sum_congr rfl fun i _ => ?_
  rw [real_inner_comm (b i) x]
  ring
```

The next theorem is the eigenmode expansion of ρ(c)². The hypothesis `hT : T.IsSymmetric` supplies `hT.eigenvalues` and `hT.eigenvectorBasis`, the λ_i and u_i above. The lemma just proved is applied to the residual vector. The rewrite with `← hT` then moves `T` onto the eigenvector, and `h` replaces the result by the eigenvalue times that vector.

```lean
/-- The squared residual is the sum over the Hessian eigenmodes of the squared distance of
the eigenvalue from `c`, weighted by the squared component of `v` along the mode. -/
theorem residual_sq_eq_sum [FiniteDimensional ℝ E] {T : E →ₗ[ℝ] E} (hT : T.IsSymmetric)
    {n : ℕ} (hn : finrank ℝ E = n) (c : ℝ) (v : E) :
    curvatureResidual T c v ^ 2 =
      ∑ i, (hT.eigenvalues hn i - c) ^ 2 * (inner ℝ (hT.eigenvectorBasis hn i) v) ^ 2 := by
  unfold curvatureResidual
  rw [norm_sq_eq_sum (hT.eigenvectorBasis hn)]
  refine Finset.sum_congr rfl fun i _ => ?_
  have h : T (hT.eigenvectorBasis hn i) =
      hT.eigenvalues hn i • hT.eigenvectorBasis hn i := hT.apply_eigenvectorBasis hn i
  -- symmetry moves the Hessian onto the eigenmode
  rw [inner_sub_right, ← hT (hT.eigenvectorBasis hn i) v, h, real_inner_smul_left,
    real_inner_smul_right]
  ring
```

## The eigenvalue within the residual

The main theorem holds for every real `c`. `Module.End.HasEigenvalue T μ` says that `μ` is an eigenvalue of `T`.

The proof first checks that there is at least one mode: with none, the squared length of `v` would be an empty sum, contradicting ‖v‖ = 1. `Finset.exists_min_image` then selects an eigenvalue nearest to `c`. The `calc` block is the chain of the derivation by hand: it multiplies by the sum of weights, replaces the smallest squared distance by each mode's own, and recognizes the squared residual. `abs_le_of_sq_le_sq` takes the square root.

```lean
/-- For a unit direction `v` and any trial curvature `c`, the symmetric Hessian has an
eigenvalue whose distance from `c` is at most the residual. -/
theorem exists_eigenvalue_near [FiniteDimensional ℝ E] {T : E →ₗ[ℝ] E}
    (hT : T.IsSymmetric) {v : E} (hv : ‖v‖ = 1) (c : ℝ) :
    ∃ μ : ℝ, Module.End.HasEigenvalue T μ ∧ |μ - c| ≤ curvatureResidual T c v := by
  have hp := norm_sq_eq_sum (hT.eigenvectorBasis rfl) v
  have hne : (Finset.univ : Finset (Fin (finrank ℝ E))).Nonempty := by
    rw [Finset.nonempty_iff_ne_empty]
    intro h
    rw [h, hv] at hp
    simp at hp
  -- take the eigenvalue nearest to the trial curvature
  obtain ⟨i, _, hi⟩ := Finset.exists_min_image Finset.univ
    (fun i => |hT.eigenvalues rfl i - c|) hne
  refine ⟨hT.eigenvalues rfl i, hT.hasEigenvalue_eigenvalues rfl i, ?_⟩
  apply abs_le_of_sq_le_sq _ (norm_nonneg _)
  calc (hT.eigenvalues rfl i - c) ^ 2
      = (hT.eigenvalues rfl i - c) ^ 2 *
          ∑ j, (inner ℝ (hT.eigenvectorBasis rfl j) v) ^ 2 := by
        rw [← hp, hv]
        ring
    _ ≤ ∑ j, (hT.eigenvalues rfl j - c) ^ 2 *
          (inner ℝ (hT.eigenvectorBasis rfl j) v) ^ 2 := by
        rw [Finset.mul_sum]
        exact Finset.sum_le_sum fun j hj =>
          mul_le_mul_of_nonneg_right (sq_le_sq.mpr (hi j hj)) (sq_nonneg _)
    _ = curvatureResidual T c v ^ 2 := (residual_sq_eq_sum hT rfl c v).symm
```

## Measured and stabilized curvature

The decomposition of ρ(c)² needs neither symmetry nor finite dimension. The auxiliary statement `key` is the expansion of ρ(a)² for arbitrary a; using it at c and at κ leaves an identity for `ring`.

```lean
/-- Along a unit direction, the squared residual of a trial curvature `c` is that of the
measured curvature plus the squared difference between the two curvatures. -/
theorem residual_sq_eq_add (T : E →ₗ[ℝ] E) {v : E} (hv : ‖v‖ = 1) (c : ℝ) :
    curvatureResidual T c v ^ 2 =
      curvatureResidual T (curvature T v) v ^ 2 + (c - curvature T v) ^ 2 := by
  have key : ∀ a : ℝ, curvatureResidual T a v ^ 2 =
      ‖T v‖ ^ 2 - 2 * (a * curvature T v) + a ^ 2 := by
    intro a
    unfold curvatureResidual curvature
    rw [norm_sub_sq_real, real_inner_smul_right, real_inner_comm v (T v), norm_smul, hv,
      mul_one, Real.norm_eq_abs, sq_abs]
  rw [key c, key (curvature T v)]
  ring
```

Setting the trial curvature to zero in this decomposition gives σ = ‖Tv‖. The final rewrite takes the square root of a square, which is valid because a norm is nonnegative.

```lean
/-- Along a unit direction, the stabilized curvature is the length of the Hessian-vector
product. -/
theorem stabilizedCurvature_eq_norm (T : E →ₗ[ℝ] E) {v : E} (hv : ‖v‖ = 1) :
    stabilizedCurvature T v = ‖T v‖ := by
  have h := residual_sq_eq_add T hv 0
  have h0 : curvatureResidual T 0 v = ‖T v‖ := by simp [curvatureResidual]
  rw [h0] at h
  have h1 : curvature T v ^ 2 + curvatureResidual T (curvature T v) v ^ 2 = ‖T v‖ ^ 2 := by
    linarith
  rw [stabilizedCurvature, h1, Real.sqrt_sq (norm_nonneg _)]
```

The two lower bounds on σ follow. The first comes from dropping the nonnegative squared residual under the root; the second is the main theorem at `c = 0`. They concern a single direction and do not establish convergence of an optimizer that uses σ.

```lean
/-- For a symmetric Hessian and a unit direction, the stabilized curvature is at least the magnitude
of the measured curvature, and at least the magnitude of some eigenvalue. -/
theorem stabilizedCurvature_bounds [FiniteDimensional ℝ E] {T : E →ₗ[ℝ] E}
    (hT : T.IsSymmetric) {v : E} (hv : ‖v‖ = 1) :
    |curvature T v| ≤ stabilizedCurvature T v ∧
      ∃ μ : ℝ, Module.End.HasEigenvalue T μ ∧ |μ| ≤ stabilizedCurvature T v := by
  constructor
  · exact Real.abs_le_sqrt (le_add_of_nonneg_right (sq_nonneg _))
  · obtain ⟨μ, hμ, h⟩ := exists_eigenvalue_near hT hv 0
    refine ⟨μ, hμ, ?_⟩
    rw [stabilizedCurvature_eq_norm T hv]
    simpa [curvatureResidual] using h
```

## The bound with an inexact Hessian-vector product

Here `y` is the measured product and `hy` is the assumed error bound. The proof takes the eigenvalue from the main theorem, splits the residual vector as in the derivation by hand, and applies the triangle inequality through `norm_sub_le`.

```lean
/-- If `y` approximates the product of a symmetric Hessian with a unit vector `v` with error at most
`ε`, some eigenvalue lies within `‖y - c v‖ + ε` of the trial curvature `c`. -/
theorem exists_eigenvalue_near_of_noisy [FiniteDimensional ℝ E] {T : E →ₗ[ℝ] E}
    (hT : T.IsSymmetric) {v y : E} (hv : ‖v‖ = 1) {ε : ℝ} (hy : ‖y - T v‖ ≤ ε) (c : ℝ) :
    ∃ μ : ℝ, Module.End.HasEigenvalue T μ ∧ |μ - c| ≤ ‖y - c • v‖ + ε := by
  obtain ⟨μ, hμ, h⟩ := exists_eigenvalue_near hT hv c
  refine ⟨μ, hμ, h.trans ?_⟩
  have e : T v - c • v = (y - c • v) - (y - T v) := by abel
  rw [curvatureResidual, e]
  exact (norm_sub_le _ _).trans (by linarith)
```

## Real symmetric matrices

For a matrix, the index type `n` labels the coordinates and `H *ᵥ w` is the matrix-vector product. The eigenvalue is stated explicitly, through a nonzero vector `w` with H w = μ w; `w` is not normalized. The direction `v` lies in `EuclideanSpace ℝ n`, and `WithLp.toLp 2` places the product in the same space, so that the norm is the usual root of the sum of squares.

The proof notes that a real symmetric matrix is Hermitian, passes to the associated symmetric linear map, and applies the main theorem. An eigenvector of that map provides `w`.

```lean
/-- A real symmetric matrix `H` has an eigenvalue within `‖H v - c v‖` of `c`, for every
unit vector `v` and real number `c`. -/
theorem matrix_exists_eigenvalue_near {n : Type*} [Fintype n] [DecidableEq n]
    {H : Matrix n n ℝ} (hH : H.IsSymm) {v : EuclideanSpace ℝ n} (hv : ‖v‖ = 1) (c : ℝ) :
    ∃ (μ : ℝ) (w : n → ℝ), w ≠ 0 ∧ H *ᵥ w = μ • w ∧
      |μ - c| ≤ ‖WithLp.toLp 2 (H *ᵥ v.ofLp) - c • v‖ := by
  have hH' : H.IsHermitian := by
    rw [Matrix.IsHermitian, Matrix.conjTranspose_eq_transpose_of_trivial]
    exact hH
  obtain ⟨μ, hμ, h⟩ :=
    exists_eigenvalue_near (isSymmetric_toEuclideanLin_iff.mpr hH') hv c
  obtain ⟨w, hw⟩ := hμ.exists_hasEigenvector
  refine ⟨μ, w.ofLp, ?_, congrArg WithLp.ofLp hw.apply_eq_smul, h⟩
  intro h0
  exact hw.2 (WithLp.ofLp_injective 2 h0)
```

## Equality for two coupled coordinates

The last theorem has two parts: the residual along the first axis is |r|, and every eigenvalue of the matrix lies at distance |r| from c. The case r = 0 is included.

The first part is a direct computation of the norm. In the second, `h0` and `h1` are the two components of the eigenvalue equation, and `e0` and `e1` are the eliminated forms, in which (μ − c)² − r² multiplies one component of `w`. If that factor were nonzero, both components would vanish, contradicting `w ≠ 0`.

```lean
/-- For two coordinates with equal curvatures `c` and coupling `r`, the residual of `c` along the
first axis is `|r|`, and every eigenvalue is at distance `|r|` from `c`. -/
theorem residual_bound_sharp (c r : ℝ) :
    ‖WithLp.toLp 2 (!![c, r; r, c] *ᵥ ![1, 0]) - c • !₂[(1 : ℝ), 0]‖ = |r| ∧
      ∀ (μ : ℝ) (w : Fin 2 → ℝ), w ≠ 0 → !![c, r; r, c] *ᵥ w = μ • w → |μ - c| = |r| := by
  constructor
  · rw [EuclideanSpace.norm_eq]
    simp [Fin.sum_univ_two, Real.sqrt_sq_eq_abs]
  · intro μ w hw h
    have h0 : c * w 0 + r * w 1 = μ * w 0 := by
      simpa [Matrix.mulVec, dotProduct, Fin.sum_univ_two] using congrFun h 0
    have h1 : r * w 0 + c * w 1 = μ * w 1 := by
      simpa [Matrix.mulVec, dotProduct, Fin.sum_univ_two] using congrFun h 1
    -- eliminating one component leaves the characteristic equation times the other
    have e0 : ((μ - c) ^ 2 - r ^ 2) * w 0 = 0 := by
      linear_combination (-(μ - c)) * h0 - r * h1
    have e1 : ((μ - c) ^ 2 - r ^ 2) * w 1 = 0 := by
      linear_combination (-(μ - c)) * h1 - r * h0
    apply (sq_eq_sq_iff_abs_eq_abs _ _).mp
    by_contra hne
    have hd : (μ - c) ^ 2 - r ^ 2 ≠ 0 := sub_ne_zero.mpr hne
    apply hw
    ext i
    fin_cases i
    · exact (mul_eq_zero.mp e0).resolve_left hd
    · exact (mul_eq_zero.mp e1).resolve_left hd

end

end QuasiNewtonResidual
```

```lean
#print axioms QuasiNewtonResidual.stabilizedCurvature_bounds
#print axioms QuasiNewtonResidual.exists_eigenvalue_near_of_noisy
#print axioms QuasiNewtonResidual.matrix_exists_eigenvalue_near
#print axioms QuasiNewtonResidual.residual_bound_sharp
```

```
'QuasiNewtonResidual.stabilizedCurvature_bounds' depends on axioms: [propext, Classical.choice, Quot.sound]
'QuasiNewtonResidual.exists_eigenvalue_near_of_noisy' depends on axioms: [propext, Classical.choice, Quot.sound]
'QuasiNewtonResidual.matrix_exists_eigenvalue_near' depends on axioms: [propext, Classical.choice, Quot.sound]
'QuasiNewtonResidual.residual_bound_sharp' depends on axioms: [propext, Classical.choice, Quot.sound]
```
